# Equal bare nuclei on a cubic lattice: the neighbours' spin-orbit field vanishes at the centre of a cube but, for motion along a surface, grows without bound with cluster size at the central surface atom

## Finite clusters, a fixed electron and a classical momentum

The field of a bare nucleus falls off as $1/R^2$, so its sum over an infinite three-dimensional lattice has no value independent of the order of summation. The model therefore uses finite clusters of a stated shape and lets their size $N$ grow. The electron sits at the origin, on a lattice site whose own nucleus is left out, so that only the neighbours' field is counted. Its momentum $p$ is a classical vector, not an operator.

Neighbouring nuclei sit at integer points $R=(x,y,z)$, with the lattice constant as the unit of length. Two clusters are compared, both without the origin:

- bulk: $|x|,|y|,|z|\le N$;
- surface: $0\le x\le N$ and $|y|,|z|\le N$, with the surface normal along $x$.

## The pull and the spin-orbit vector

In atomic units, nuclei of charge $q(R)$ pull the electron with the force

$$F=\sum_R q(R)\,\frac{R}{|R|^3}.$$

The electron's potential energy $V$ has gradient $\nabla V=-F$ at the origin. The spin-orbit term is $\sigma\cdot\Omega$, where $\sigma$ is the vector of Pauli matrices, $c$ is the speed of light and

$$\Omega=\frac{1}{4c^2}\,\nabla V\times p .$$

For a lattice constant of $a$ bohr, $F$ and $\Omega$ acquire a factor $1/a^2$, which leaves the dependence on $N$ unchanged.

No electrons screen the nuclei here. A two-component electronic-structure calculation that keeps only the one-electron nuclear spin-orbit term likewise leaves the electrons' field out of that term. For such a calculation at a surface, this model of equal point charges and a classical momentum is a warning, not an estimate of the error.

## What is proved for the two clusters

In Lean a `Site` is a function `Fin 3 → ℤ`, and the indices 0, 1, 2 stand for $x,y,z$. The functions `pull` and `spinOrbit` are $F$ and $\Omega$; `bulkCluster N` and `surfaceCluster N` are the two clusters. A constant charge is written `fun _ => Z`.

- `bulk_spinOrbit_eq_zero`: at the centre of the cube, $\Omega=0$ for every $N$ and $p$. The underlying `pull_eq_zero_of_inversion` allows unequal charges, provided that cluster and charges are symmetric under $R\to-R$.
- `surface_pull_tangential`: at the surface atom, $F_y=F_z=0$.
- `surface_pull_bounds`: for $Z\ge0$, $\tfrac34 ZN\le F_x\le 17ZN$.
- `surface_spinOrbit_tendsto`: if $Z>0$, $c\ne0$ and $p_z>0$, then $\Omega_y$ eventually exceeds every real bound as $N$ grows. This is the meaning of `Tendsto` with `atTop` on both sides.

The condition $p_z>0$ describes an electron with a component of motion along $z$, one of the two axes in the surface; for $p_z=0$, $\Omega_y$ is zero at every size. Motion along $y$ enters $\Omega_z=-F_xp_y/(4c^2)$ instead, which grows in magnitude by the same bounds on $F_x$. For $Z>0$ the bounds fix linear growth but not its slope. They concern the central surface atom of this cluster shape, not an expectation value over an orbital.

## Cancellation by inversion and by a half-turn

Let $g$ be a symmetry of the cluster with $g(g(R))=R$, and let $f(g(R))=-f(R)$. Relabelling the sites gives

$$\sum_R f(R)=\sum_R f(g(R))=-\sum_R f(R),$$

so the sum is zero. Inversion preserves $|R|$ and the charges but reverses $R$, which gives $F=0$ in the cube and hence $\Omega=0$. At the surface, the half-turn $(x,y,z)\to(x,-y,-z)$ reverses the terms of $F_y$ and $F_z$. It leaves those of $F_x$ alone.

## Growth of the normal pull with each enlargement

Take unit charges and write $F_N$ for the normal pull at size $N$. Let $M=N+1$. All terms $x/|R|^3$ are non-negative, so the new face $x=M$ gives a lower bound on the gain $F_{N+1}-F_N$. It has $(2M+1)^2$ sites, each with $|R|\le\sqrt3\,M$, so that

$$\frac{x}{|R|^3}\ge\frac{1}{3\sqrt3\,M^2}\ge\frac{3}{16M^2},
\qquad F_{N+1}-F_N\ge\frac{3(2M+1)^2}{16M^2}\ge\frac34 .$$

For the upper bound, every new site has some coordinate of magnitude $M$, so $|R|\ge M$. Since $x\le|R|$, its term is at most $1/|R|^2\le1/M^2$. The number of new sites is

$$(M+1)(2M+1)^2-M(2M-1)^2=12M^2+4M+1\le17M^2,$$

so the gain is at most 17. At $N=0$ the cluster is empty and $F_0=0$. Induction gives $\tfrac34N\le F_N\le17N$, and multiplication by $Z\ge0$ gives the stated bounds.

Finally, because $F_z=0$,

$$\Omega_y=\frac{F_xp_z-F_zp_x}{4c^2}=\frac{p_z}{4c^2}F_x\ge\frac{3Zp_z}{16c^2}\,N ,$$

which diverges under the stated conditions.

## The seventeen neighbours at $N=1$

For $Z=1$ and $N=1$, the eight neighbours in the plane $x=0$ add nothing to $F_x$. The nine at $x=1$ comprise one at distance $1$, four at $\sqrt2$ and four at $\sqrt3$:

$$F_x=1+\frac{4}{2\sqrt2}+\frac{4}{3\sqrt3}\approx1+1.414+0.770=3.184 .$$

This lies between $0.75$ and $17$. With $p=(0,0,1)$ it gives $\Omega_y\approx0.796/c^2$.

## The Lean file

```lean
import Mathlib

open Finset Filter

namespace SurfaceSpinOrbit

noncomputable section

/-- A site of the simple cubic lattice, in units of the lattice constant. -/
abbrev Site := Fin 3 → ℤ

/-- The distance of a site from the origin. -/
def radius (R : Site) : ℝ := √((R 0 : ℝ) ^ 2 + (R 1 : ℝ) ^ 2 + (R 2 : ℝ) ^ 2)

/-- The unscreened Coulomb pull, in atomic units for a lattice constant of 1 bohr, on an electron at
the origin by nuclei of charge `q R` at the sites `R` of `S`; its domain is clusters `S` without the
origin. -/
def pull (q : Site → ℝ) (S : Finset Site) (i : Fin 3) : ℝ :=
  ∑ R ∈ S, q R * (R i : ℝ) / radius R ^ 3

/-- The vector `(∇V × p) / (4c²)` that multiplies the Pauli matrices in the spin-orbit term, for
an electron at the origin with classical momentum `p`; `∇V` is minus the pull, and `c ≠ 0`. -/
def spinOrbit (c : ℝ) (q : Site → ℝ) (S : Finset Site) (p : Fin 3 → ℝ) : Fin 3 → ℝ :=
  (1 / (4 * c ^ 2)) • crossProduct (-(pull q S)) p

/-- The box of sites with `a ≤ x ≤ N` and `|y|, |z| ≤ N`. -/
def box (a : ℤ) (N : ℕ) : Finset Site :=
  Finset.Icc ![a, -(N : ℤ), -(N : ℤ)] ![(N : ℤ), (N : ℤ), (N : ℤ)]

/-- The neighbours of an atom at the centre of a cube: `|x|, |y|, |z| ≤ N` without the origin. -/
def bulkCluster (N : ℕ) : Finset Site := (box (-(N : ℤ)) N).erase 0

/-- The neighbours of an atom at the centre of a surface: `0 ≤ x ≤ N` and `|y|, |z| ≤ N`
without the origin. -/
def surfaceCluster (N : ℕ) : Finset Site := (box 0 N).erase 0

/-- A site lies in the box exactly when its three coordinates obey the bounds. -/
theorem mem_box {a : ℤ} {N : ℕ} {R : Site} : R ∈ box a N ↔
    (a ≤ R 0 ∧ -(N : ℤ) ≤ R 1 ∧ -(N : ℤ) ≤ R 2) ∧ (R 0 ≤ N ∧ R 1 ≤ N ∧ R 2 ≤ N) := by
  rw [box, Finset.mem_Icc]
  constructor
  · rintro ⟨h, k⟩
    exact ⟨⟨h 0, h 1, h 2⟩, ⟨k 0, k 1, k 2⟩⟩
  · rintro ⟨⟨h0, h1, h2⟩, k0, k1, k2⟩
    refine ⟨fun i => ?_, fun i => ?_⟩
    · fin_cases i
      exacts [h0, h1, h2]
    · fin_cases i
      exacts [k0, k1, k2]

/-- The number of sites in the box is `(2N+1)²` times the number of its layers of constant `x`,
which is `N + 1 - a`, or zero if that is negative. -/
theorem card_box (a : ℤ) (N : ℕ) :
    (box a N).card = ((N : ℤ) + 1 - a).toNat * (2 * N + 1) ^ 2 := by
  have e : ((N : ℤ) + 1 - -(N : ℤ)).toNat = 2 * N + 1 := by omega
  have h : (box a N).card = ((N : ℤ) + 1 - a).toNat * ((N : ℤ) + 1 - -(N : ℤ)).toNat
      * ((N : ℤ) + 1 - -(N : ℤ)).toNat := by
    rw [box, Pi.card_Icc, Fin.prod_univ_three, Int.card_Icc, Int.card_Icc, Int.card_Icc]
    rfl
  rw [h, e]
  ring

/-- A lattice sum vanishes if its terms change sign under a symmetry of the cluster that is its
own inverse. -/
theorem sum_eq_zero_of_odd (S : Finset Site) (g : Site → Site) (f : Site → ℝ)
    (hS : ∀ R ∈ S, g R ∈ S) (hg : ∀ R, g (g R) = R) (hf : ∀ R ∈ S, f (g R) = -f R) :
    ∑ R ∈ S, f R = 0 := by
  have h : ∑ R ∈ S, f R = ∑ R ∈ S, -f R :=
    Finset.sum_nbij' g g hS hS (fun R _ => hg R) (fun R _ => hg R)
      (fun R hR => by rw [hf R hR, neg_neg])
  rw [Finset.sum_neg_distrib] at h
  linarith

/-- In the lattice sum for the pull, Lean evaluates the term of the origin, `0/0`, as zero, so
removing the origin does not change the sum. -/
theorem pull_erase (q : Site → ℝ) (S : Finset Site) (i : Fin 3) :
    pull q (S.erase 0) i = pull q S i :=
  Finset.sum_erase _ (by simp)

/-- The nuclear pull vanishes at a centre of inversion of the cluster and its charges. -/
theorem pull_eq_zero_of_inversion (q : Site → ℝ) (S : Finset Site)
    (hS : ∀ R ∈ S, -R ∈ S) (hq : ∀ R ∈ S, q (-R) = q R) : pull q S = 0 := by
  funext i
  refine sum_eq_zero_of_odd S (fun R => -R) _ hS (fun R => neg_neg R) ?_
  intro R hR
  have hr : radius (-R) = radius R := by simp [radius]
  simp [hq R hR, hr, neg_div]

/-- At the centre of a cube of equal nuclei, with the central nucleus left out, the spin-orbit
vector is zero. -/
theorem bulk_spinOrbit_eq_zero (c Z : ℝ) (N : ℕ) (p : Fin 3 → ℝ) :
    spinOrbit c (fun _ => Z) (bulkCluster N) p = 0 := by
  have h : pull (fun _ => Z) (bulkCluster N) = 0 := by
    apply pull_eq_zero_of_inversion
    · intro R hR
      rw [bulkCluster, Finset.mem_erase, mem_box] at hR ⊢
      refine ⟨neg_ne_zero.2 hR.1, ?_⟩
      have := hR.2
      simp only [Pi.neg_apply]
      omega
    · intro R _
      rfl
  simp [spinOrbit, h]

/-- Enlarging the surface cluster from `N` to `N + 1` raises the normal pull of unit charges by
at least `3/4` and at most `17`. -/
theorem layer_growth (N : ℕ) :
    pull (fun _ => 1) (surfaceCluster N) 0 + 3 / 4
      ≤ pull (fun _ => 1) (surfaceCluster (N + 1)) 0 ∧
    pull (fun _ => 1) (surfaceCluster (N + 1)) 0
      ≤ pull (fun _ => 1) (surfaceCluster N) 0 + 17 := by
  obtain ⟨f, hf⟩ : ∃ f : Site → ℝ, ∀ R, f R = (R 0 : ℝ) / radius R ^ 3 := ⟨_, fun _ => rfl⟩
  have e : ∀ n, pull (fun _ => 1) (surfaceCluster n) 0 = ∑ R ∈ box 0 n, f R := fun n => by
    rw [surfaceCluster, pull_erase]
    simp [pull, hf]
  rw [e, e]
  have hM : (0 : ℝ) < (N : ℝ) + 1 := by positivity
  have hsub : box 0 N ⊆ box 0 (N + 1) := fun R hR => by
    rw [mem_box] at hR ⊢
    omega
  constructor
  · -- the new face x = N + 1 alone supplies the lower bound
    have hdis : Disjoint (box 0 N) (box ((N : ℤ) + 1) (N + 1)) := by
      rw [Finset.disjoint_left]
      intro R h k
      rw [mem_box] at h k
      omega
    have hface : box ((N : ℤ) + 1) (N + 1) ⊆ box 0 (N + 1) := fun R hR => by
      rw [mem_box] at hR ⊢
      omega
    have hle := Finset.sum_le_sum_of_subset_of_nonneg (f := f)
      (Finset.union_subset hsub hface) (fun R hR _ => by
        have h0 : (0 : ℝ) ≤ (R 0 : ℝ) := by exact_mod_cast (mem_box.1 hR).1.1
        have hr : 0 ≤ radius R := Real.sqrt_nonneg _
        rw [hf]
        positivity)
    rw [Finset.sum_union hdis] at hle
    have hterm : ∀ R ∈ box ((N : ℤ) + 1) (N + 1), 3 / (16 * ((N : ℝ) + 1) ^ 2) ≤ f R := by
      intro R hR
      obtain ⟨⟨a0, a1, a2⟩, b0, b1, b2⟩ := mem_box.1 hR
      have x0 : (R 0 : ℝ) = N + 1 := by
        have : R 0 = (N : ℤ) + 1 := by omega
        exact_mod_cast this
      have y1 : -((N : ℝ) + 1) ≤ R 1 := by exact_mod_cast a1
      have y2 : (R 1 : ℝ) ≤ N + 1 := by exact_mod_cast b1
      have z1 : -((N : ℝ) + 1) ≤ R 2 := by exact_mod_cast a2
      have z2 : (R 2 : ℝ) ≤ N + 1 := by exact_mod_cast b2
      have hpos : 0 < radius R := Real.sqrt_pos.2 (by rw [x0]; positivity)
      have hr : radius R ≤ 1.74 * ((N : ℝ) + 1) := by
        refine Real.sqrt_le_iff.2 ⟨by positivity, ?_⟩
        rw [x0]
        nlinarith [sq_le_sq' y1 y2, sq_le_sq' z1 z2, sq_nonneg ((N : ℝ) + 1)]
      have h3 := pow_le_pow_left₀ hpos.le hr 3
      rw [mul_pow] at h3
      rw [hf, x0, div_le_div_iff₀ (by positivity) (by positivity)]
      nlinarith [pow_pos hM 3]
    have hsum := Finset.card_nsmul_le_sum _ f _ hterm
    have hc : (box ((N : ℤ) + 1) (N + 1)).card = (2 * N + 3) ^ 2 := by
      have : (((N + 1 : ℕ) : ℤ) + 1 - ((N : ℤ) + 1)).toNat = 1 := by omega
      rw [card_box, this]
      ring
    rw [hc, nsmul_eq_mul] at hsum
    push_cast at hsum
    have h4 : (3 : ℝ) / 4 ≤ (2 * (N : ℝ) + 3) ^ 2 * (3 / (16 * ((N : ℝ) + 1) ^ 2)) := by
      rw [← mul_div_assoc, le_div_iff₀ (by positivity)]
      nlinarith [Nat.cast_nonneg (α := ℝ) N]
    linarith
  · -- every new site is at distance at least N + 1
    have hterm : ∀ R ∈ box 0 (N + 1) \ box 0 N, f R ≤ 1 / ((N : ℝ) + 1) ^ 2 := by
      intro R hR
      rw [Finset.mem_sdiff, mem_box, mem_box] at hR
      have hcase : R 0 = (N : ℤ) + 1 ∨ R 1 = (N : ℤ) + 1 ∨ R 1 = -((N : ℤ) + 1) ∨
          R 2 = (N : ℤ) + 1 ∨ R 2 = -((N : ℤ) + 1) := by omega
      have hsq : ((N : ℝ) + 1) ^ 2 ≤ (R 0 : ℝ) ^ 2 + (R 1 : ℝ) ^ 2 + (R 2 : ℝ) ^ 2 := by
        rcases hcase with h | h | h | h | h <;> rw [h] <;> push_cast <;>
          nlinarith [sq_nonneg (R 0 : ℝ), sq_nonneg (R 1 : ℝ), sq_nonneg (R 2 : ℝ)]
      have h1 : (N : ℝ) + 1 ≤ radius R := Real.le_sqrt_of_sq_le hsq
      have h2 : (R 0 : ℝ) ≤ radius R := Real.le_sqrt_of_sq_le (by
        nlinarith [sq_nonneg (R 1 : ℝ), sq_nonneg (R 2 : ℝ)])
      have hpos : 0 < radius R := lt_of_lt_of_le hM h1
      rw [hf, div_le_div_iff₀ (by positivity) (by positivity)]
      calc (R 0 : ℝ) * ((N : ℝ) + 1) ^ 2 ≤ radius R * radius R ^ 2 :=
            mul_le_mul h2 (pow_le_pow_left₀ hM.le h1 2) (sq_nonneg _) hpos.le
        _ = 1 * radius R ^ 3 := by ring
    have hsum := Finset.sum_le_card_nsmul _ f _ hterm
    have hc := Finset.card_sdiff_add_card_eq_card hsub
    have t1 : ((N : ℤ) + 1 - 0).toNat = N + 1 := by omega
    have t2 : (((N + 1 : ℕ) : ℤ) + 1 - 0).toNat = N + 2 := by omega
    rw [card_box, card_box, t1, t2] at hc
    have hc' := congrArg (Nat.cast : ℕ → ℝ) hc
    push_cast at hc'
    rw [nsmul_eq_mul, mul_one_div] at hsum
    have h17 : ((box 0 (N + 1) \ box 0 N).card : ℝ) / ((N : ℝ) + 1) ^ 2 ≤ 17 := by
      rw [div_le_iff₀ (by positivity)]
      nlinarith [Nat.cast_nonneg (α := ℝ) N, sq_nonneg (N : ℝ)]
    linarith [Finset.sum_sdiff (f := f) hsub]

/-- At the surface atom the pull of equal nuclei has no component along the surface. -/
theorem surface_pull_tangential (Z : ℝ) (N : ℕ) :
    pull (fun _ => Z) (surfaceCluster N) 1 = 0 ∧
    pull (fun _ => Z) (surfaceCluster N) 2 = 0 := by
  -- half-turn about the surface normal
  have hS : ∀ R ∈ box 0 N, (![R 0, -R 1, -R 2] : Site) ∈ box 0 N := by
    intro R hR
    obtain ⟨⟨a0, a1, a2⟩, b0, b1, b2⟩ := mem_box.1 hR
    exact mem_box.2 ⟨⟨a0, neg_le_neg b1, neg_le_neg b2⟩, b0, neg_le.1 a1, neg_le.1 a2⟩
  have hg : ∀ R : Site, (![R 0, - -R 1, - -R 2] : Site) = R := by
    intro R
    funext i
    fin_cases i <;> simp
  rw [surfaceCluster, pull_erase, pull_erase]
  constructor
  · exact sum_eq_zero_of_odd _ (fun R => ![R 0, -R 1, -R 2]) _ hS hg
      (fun R _ => by simp [radius, neg_div])
  · exact sum_eq_zero_of_odd _ (fun R => ![R 0, -R 1, -R 2]) _ hS hg
      (fun R _ => by simp [radius, neg_div])

/-- For equal nuclei of charge `Z ≥ 0` the normal pull on an electron at the surface atom of the
cluster of size `N` lies between `(3/4) Z N` and `17 Z N`. -/
theorem surface_pull_bounds (Z : ℝ) (hZ : 0 ≤ Z) (N : ℕ) :
    3 / 4 * Z * N ≤ pull (fun _ => Z) (surfaceCluster N) 0 ∧
    pull (fun _ => Z) (surfaceCluster N) 0 ≤ 17 * Z * N := by
  have hlin : pull (fun _ => Z) (surfaceCluster N) 0
      = Z * pull (fun _ => 1) (surfaceCluster N) 0 := by
    simp [pull, Finset.mul_sum, mul_div_assoc]
  have hunit : 3 / 4 * (N : ℝ) ≤ pull (fun _ => 1) (surfaceCluster N) 0 ∧
      pull (fun _ => 1) (surfaceCluster N) 0 ≤ 17 * (N : ℝ) := by
    clear hlin
    induction N with
    | zero =>
      have h0 : pull (fun _ => 1) (surfaceCluster 0) 0 = 0 := by
        rw [surfaceCluster, pull_erase]
        refine Finset.sum_eq_zero fun R hR => ?_
        have hR' := mem_box.1 hR
        have : R 0 = 0 := by omega
        simp [this]
      rw [h0]
      simp
    | succ n ih =>
      have h := layer_growth n
      push_cast
      constructor <;> linarith [h.1, h.2, ih.1, ih.2]
  rw [hlin]
  constructor
  · linarith [mul_le_mul_of_nonneg_left hunit.1 hZ]
  · linarith [mul_le_mul_of_nonneg_left hunit.2 hZ]

/-- For nuclei of equal charge `Z > 0`, `c ≠ 0` and an electron whose momentum has `p_z > 0`, the
`y` component of the spin-orbit vector grows beyond all bounds with `N`. -/
theorem surface_spinOrbit_tendsto (c Z : ℝ) (hc : c ≠ 0) (hZ : 0 < Z) (p : Fin 3 → ℝ)
    (hp : 0 < p 2) :
    Tendsto (fun N : ℕ => spinOrbit c (fun _ => Z) (surfaceCluster N) p 1) atTop atTop := by
  have hk : 0 < p 2 / (4 * c ^ 2) := by positivity
  have hcoef : 0 < p 2 / (4 * c ^ 2) * (3 / 4 * Z) := by positivity
  refine tendsto_atTop_mono (fun N => ?_)
    (Tendsto.const_mul_atTop hcoef (tendsto_natCast_atTop_atTop (R := ℝ)))
  -- only the normal pull enters this component
  have hval : spinOrbit c (fun _ => Z) (surfaceCluster N) p 1
      = p 2 / (4 * c ^ 2) * pull (fun _ => Z) (surfaceCluster N) 0 := by
    have h2 := (surface_pull_tangential Z N).2
    have hx : spinOrbit c (fun _ => Z) (surfaceCluster N) p 1 = 1 / (4 * c ^ 2) *
        (-(pull (fun _ => Z) (surfaceCluster N) 2) * p 0
          - -(pull (fun _ => Z) (surfaceCluster N) 0) * p 2) := by
      rw [spinOrbit, cross_apply]
      rfl
    rw [hx, h2]
    ring
  rw [hval, mul_assoc]
  exact mul_le_mul_of_nonneg_left (surface_pull_bounds Z hZ.le N).1 hk.le

end

end SurfaceSpinOrbit
```

```lean
#print axioms SurfaceSpinOrbit.bulk_spinOrbit_eq_zero
#print axioms SurfaceSpinOrbit.surface_spinOrbit_tendsto
```

```
'SurfaceSpinOrbit.bulk_spinOrbit_eq_zero' depends on axioms: [propext, Classical.choice, Quot.sound]
'SurfaceSpinOrbit.surface_spinOrbit_tendsto' depends on axioms: [propext, Classical.choice, Quot.sound]
```

## How the lemmas carry the lattice argument

`mem_box` turns membership in a box into inequalities on the coordinates, and `card_box` counts its sites. `sum_eq_zero_of_odd` is the relabelling argument, with `Finset.sum_nbij'` applying the symmetry in both directions. `pull_erase` lets the surface proofs use the full box: at the origin the numerator is zero, and Lean evaluates the resulting $0/0$ as zero.

`layer_growth` contains the two estimates. For the lower one, the old box and the new face are shown to be disjoint subsets of the enlarged box. The proof replaces $\sqrt3$ by the slightly larger $1.74$, which still yields $3/(16M^2)$ per site. `Finset.card_nsmul_le_sum` then multiplies this by the number of sites.

For the upper estimate, `omega` proves that a new site falls under at least one of five cases: $x=M$, $y=\pm M$ or $z=\pm M$. Each gives $|R|\ge M$, and `Finset.sum_le_card_nsmul` combines the bound per site with the count. `nlinarith` settles the polynomial inequalities.

`surface_pull_tangential` applies the oddness lemma to the half-turn. `surface_pull_bounds` factors out $Z$ and runs the induction on $N$. In `surface_spinOrbit_tendsto`, `cross_apply` expands the cross product, the tangential result removes $F_z$, and `tendsto_atTop_mono` compares $\Omega_y$ with the diverging linear lower bound.
